# In a weak Sauter pulse, the vacuum occupation of a massive Dirac mode with no transverse momentum is quadratic in the peak force

The theorem `occupation_perturbative` concerns a Dirac mode of mass m > 0 after a Sauter pulse has acted on the vacuum. In units with ħ = c = 1, the force at time t is f/cosh²(t/τ), with peak value f and fixed duration τ > 0. The mode has no transverse momentum, and its kinetic momentum along the field at the peak of the pulse is any real p. The occupation is defined by a closed formula, not derived from the Dirac equation. The theorem says that, as f tends to zero from above, the occupation divided by f² tends to π²τ⁴/sinh²(πτE) · m²/(m² + p²), where E = √(m² + p²). The attempt differentiates the two sinh factors of the numerator at f = 0, where both vanish, and combines their slopes with the limits of the two factors of the denominator. It then has to show that the function whose limit was found this way equals the occupation divided by f².

As first written in Lean, the proof fails:

```lean
import Mathlib

open Filter Topology
open scoped Real

namespace SauterPulse

noncomputable section

/-- Relativistic energy of a particle of mass `m` and kinetic momentum `k`. -/
def energy (m k : ℝ) : ℝ := Real.sqrt (m ^ 2 + k ^ 2)

/-- Closed formula for the occupation of a mode of a Dirac particle of mass `m`, after a Sauter
pulse of duration `τ` and peak force `f` has acted on the vacuum. The mode has kinetic momentum `p`
along the field at the peak of the pulse, and no transverse momentum. -/
def occupation (m f τ p : ℝ) : ℝ :=
  Real.sinh (π * τ * (f * τ + (energy m (p + f * τ) - energy m (p - f * τ)) / 2)) *
    Real.sinh (π * τ * (f * τ - (energy m (p + f * τ) - energy m (p - f * τ)) / 2)) /
  (Real.sinh (π * τ * energy m (p + f * τ)) * Real.sinh (π * τ * energy m (p - f * τ)))

/-- The energy of a massive particle exceeds the modulus of its momentum. -/
theorem abs_lt_energy {m : ℝ} (hm : 0 < m) (k : ℝ) : |k| < energy m k :=
  Real.lt_sqrt_of_sq_lt (by rw [sq_abs]; linarith [pow_pos hm 2])

private lemma energy_sq (m k : ℝ) : energy m k ^ 2 = m ^ 2 + k ^ 2 :=
  Real.sq_sqrt (by positivity)

private lemma energy_shift {m : ℝ} (hm : 0 < m) (p c : ℝ) :
    HasDerivAt (fun f : ℝ => energy m (p + f * c)) (p / energy m p * c) 0 := by
  have hk : HasDerivAt (fun f : ℝ => p + f * c) c 0 := by
    simpa using ((hasDerivAt_id' (0 : ℝ)).mul_const c).const_add p
  have h0 : HasDerivAt (fun f : ℝ => m ^ 2 + (p + f * c) ^ 2) (2 * p * c) 0 :=
    ((hk.fun_pow 2).const_add (m ^ 2)).congr_deriv (by simp)
  have hne : m ^ 2 + (p + 0 * c) ^ 2 ≠ 0 := by positivity
  exact (h0.sqrt hne).congr_deriv (by simp only [energy, zero_mul, add_zero]; ring)

/-- Perturbative limit: for a weak field the occupation is quadratic in `f`, with the
coefficient given here for any momentum along the field. -/
theorem occupation_perturbative {m τ : ℝ} (hm : 0 < m) (hτ : 0 < τ) (p : ℝ) :
    Tendsto (fun f => occupation m f τ p / f ^ 2) (𝓝[>] 0)
      (𝓝 (π ^ 2 * τ ^ 4 / Real.sinh (π * τ * energy m p) ^ 2 *
        (m ^ 2 / (m ^ 2 + p ^ 2)))) := by
  have h1 := energy_shift hm p τ
  have h2 : HasDerivAt (fun f : ℝ => energy m (p - f * τ)) (-(p / energy m p * τ)) 0 := by
    simpa [sub_eq_add_neg] using energy_shift hm p (-τ)
  have hl : HasDerivAt (fun f : ℝ => f * τ) τ 0 := by
    simpa using (hasDerivAt_id' (0 : ℝ)).mul_const τ
  have hd := (h1.fun_sub h2).div_const 2
  -- both factors of the numerator vanish linearly in the field
  have hA : HasDerivAt (fun f : ℝ => Real.sinh (π * τ * (f * τ +
      (energy m (p + f * τ) - energy m (p - f * τ)) / 2)))
      (π * τ * (τ + p / energy m p * τ)) 0 :=
    ((hl.fun_add hd).const_mul (π * τ)).sinh.congr_deriv (by
      simp only [zero_mul, add_zero, sub_zero, sub_self, zero_div, mul_zero, Real.cosh_zero]
      ring)
  have hB : HasDerivAt (fun f : ℝ => Real.sinh (π * τ * (f * τ -
      (energy m (p + f * τ) - energy m (p - f * τ)) / 2)))
      (π * τ * (τ - p / energy m p * τ)) 0 :=
    ((hl.fun_sub hd).const_mul (π * τ)).sinh.congr_deriv (by
      simp only [zero_mul, add_zero, sub_zero, sub_self, zero_div, mul_zero, Real.cosh_zero]
      ring)
  have hX : Tendsto (fun f : ℝ => Real.sinh (π * τ * energy m (p + f * τ))) (𝓝[>] 0)
      (𝓝 (Real.sinh (π * τ * energy m p))) := by
    simpa only [zero_mul, add_zero] using
      (h1.const_mul (π * τ)).sinh.continuousAt.tendsto.mono_left nhdsWithin_le_nhds
  have hY : Tendsto (fun f : ℝ => Real.sinh (π * τ * energy m (p - f * τ))) (𝓝[>] 0)
      (𝓝 (Real.sinh (π * τ * energy m p))) := by
    simpa only [zero_mul, sub_zero] using
      (h2.const_mul (π * τ)).sinh.continuousAt.tendsto.mono_left nhdsWithin_le_nhds
  have hw : 0 < energy m p := (abs_nonneg _).trans_lt (abs_lt_energy hm p)
  have hs : 0 < Real.sinh (π * τ * energy m p) :=
    Real.sinh_pos_iff.2 (mul_pos (mul_pos Real.pi_pos hτ) hw)
  have hall := (hA.tendsto_slope_zero_right.mul hB.tendsto_slope_zero_right).div
    (hX.mul hY) (mul_pos hs hs).ne'
  have hne : m ^ 2 + p ^ 2 ≠ 0 := by positivity
  have ha : m ^ 2 / (m ^ 2 + p ^ 2) = 1 - (p / energy m p) ^ 2 := by
    rw [div_pow, energy_sq, eq_sub_iff_add_eq, ← add_div, div_self hne]
  have hlim : π ^ 2 * τ ^ 4 / Real.sinh (π * τ * energy m p) ^ 2 * (m ^ 2 / (m ^ 2 + p ^ 2)) =
      π * τ * (τ + p / energy m p * τ) * (π * τ * (τ - p / energy m p * τ)) /
        (Real.sinh (π * τ * energy m p) * Real.sinh (π * τ * energy m p)) := by
    rw [ha]; ring
  rw [hlim]
  refine hall.congr fun f => ?_
  simp only [occupation, zero_add, zero_mul, add_zero, sub_zero, sub_self, zero_div,
    mul_zero, Real.sinh_zero, smul_eq_mul]
  ring

end

end SauterPulse
```

The error:

```
Try this:
  [apply] ring_nf
  
  The `ring` tactic failed to close the goal. Use `ring_nf` to obtain a normal form.
    
  Note that `ring` works primarily in *commutative* rings. If you have a noncommutative ring, abelian group or module, consider using `noncomm_ring`, `abel` or `module` instead.
Main.lean:42:39: error: unsolved goals
m τ : ℝ
hm : 0 < m
hτ : 0 < τ
p : ℝ
h1 : HasDerivAt (fun f => energy m (p + f * τ)) (p / energy m p * τ) 0
h2 : HasDerivAt (fun f => energy m (p - f * τ)) (-(p / energy m p * τ)) 0
hl : HasDerivAt (fun f => f * τ) τ 0
hd :
  HasDerivAt (fun x => (energy m (p + x * τ) - energy m (p - x * τ)) / 2)
    ((p / energy m p * τ - -(p / energy m p * τ)) / 2) 0
hA :
  HasDerivAt (fun f => Real.sinh (π * τ * (f * τ + (energy m (p + f * τ) - energy m (p - f * τ)) / 2)))
    (π * τ * (τ + p / energy m p * τ)) 0
hB :
  HasDerivAt (fun f => Real.sinh (π * τ * (f * τ - (energy m (p + f * τ) - energy m (p - f * τ)) / 2)))
    (π * τ * (τ - p / energy m p * τ)) 0
hX : Tendsto (fun f => Real.sinh (π * τ * energy m (p + f * τ))) (𝓝[>] 0) (𝓝 (Real.sinh (π * τ * energy m p)))
hY : Tendsto (fun f => Real.sinh (π * τ * energy m (p - f * τ))) (𝓝[>] 0) (𝓝 (Real.sinh (π * τ * energy m p)))
hw : 0 < energy m p
hs : 0 < Real.sinh (π * τ * energy m p)
hall :
  Tendsto
    ((fun x =>
        x⁻¹ •
            (Real.sinh (π * τ * ((0 + x) * τ + (energy m (p + (0 + x) * τ) - energy m (p - (0 + x) * τ)) / 2)) -
              Real.sinh (π * τ * (0 * τ + (energy m (p + 0 * τ) - energy m (p - 0 * τ)) / 2))) *
          x⁻¹ •
            (Real.sinh (π * τ * ((0 + x) * τ - (energy m (p + (0 + x) * τ) - energy m (p - (0 + x) * τ)) / 2)) -
              Real.sinh (π * τ * (0 * τ - (energy m (p + 0 * τ) - energy m (p - 0 * τ)) / 2)))) /
      fun x => Real.sinh (π * τ * energy m (p + x * τ)) * Real.sinh (π * τ * energy m (p - x * τ)))
    (𝓝[>] 0)
    (𝓝
      (π * τ * (τ + p / energy m p * τ) * (π * τ * (τ - p / energy m p * τ)) /
        (Real.sinh (π * τ * energy m p) * Real.sinh (π * τ * energy m p))))
hne : m ^ 2 + p ^ 2 ≠ 0
ha : m ^ 2 / (m ^ 2 + p ^ 2) = 1 - (p / energy m p) ^ 2
hlim :
  π ^ 2 * τ ^ 4 / Real.sinh (π * τ * energy m p) ^ 2 * (m ^ 2 / (m ^ 2 + p ^ 2)) =
    π * τ * (τ + p / energy m p * τ) * (π * τ * (τ - p / energy m p * τ)) /
      (Real.sinh (π * τ * energy m p) * Real.sinh (π * τ * energy m p))
f : ℝ
⊢ ((fun x =>
          x⁻¹ ^ 2 *
              Real.sinh
                (x * π * τ ^ 2 + π * τ * energy m (x * τ + p) * (1 / 2) + π * τ * energy m (-(x * τ) + p) * (-1 / 2)) *
            Real.sinh
              (x * π * τ ^ 2 + π * τ * energy m (x * τ + p) * (-1 / 2) + π * τ * energy m (-(x * τ) + p) * (1 / 2))) /
        fun x => Real.sinh (π * τ * energy m (τ * x + p)) * Real.sinh (π * τ * energy m (-(τ * x) + p)))
      f =
    Real.sinh (π * τ * energy m (τ * f + p) * (1 / 2) + π * τ * energy m (-(τ * f) + p) * (-1 / 2) + π * τ ^ 2 * f) *
            Real.sinh
              (π * τ * energy m (τ * f + p) * (-1 / 2) + π * τ * energy m (-(τ * f) + p) * (1 / 2) + π * τ ^ 2 * f) *
          (Real.sinh (π * τ * energy m (τ * f + p)))⁻¹ *
        (Real.sinh (π * τ * energy m (-(τ * f) + p)))⁻¹ *
      f⁻¹ ^ 2
```

What went wrong. The limit itself is proved, as `hall`; what fails is the last step, matching the two functions at a point `f`. The first message says that `ring` did not close the goal, and the error shows what was left.

In `hall` the function is a quotient of two functions, so the left side of the goal has the form `((fun x => …) / fun x => …) f`. This is a division of functions, afterwards applied to `f`. The lemmas given to `simp only` remove the zero-field terms inside the numerator function, but none of them turns the quotient into a division of real numbers, and `ring` does not do so either. It tidied the expressions inside the two functions, but could not compare the unevaluated quotient with the explicit fraction on the right.

The repair adds `Pi.div_apply`, which says that a quotient of functions at a point is the quotient of their values. `simp only` can then evaluate both functions at `f`. What remains is an identity between real expressions, which `ring` proves.

Fix (accepted with no message):

```diff
@@ -82,5 +82,5 @@
   rw [hlim]
   refine hall.congr fun f => ?_
-  simp only [occupation, zero_add, zero_mul, add_zero, sub_zero, sub_self, zero_div,
+  simp only [Pi.div_apply, occupation, zero_add, zero_mul, add_zero, sub_zero, sub_self, zero_div,
     mul_zero, Real.sinh_zero, smul_eq_mul]
   ring
```
